# Equilibrium volume, bulk modulus and pressure derivative of a two-power lattice energy

Let a crystal have lattice energy $E = A s^{-m} - D s^{-n}$ at spacing $s$, with $A, D > 0$ and real exponents $m > n > 0$, and let its volume be $V = c s^3$ with $c > 0$. Then $E$ has a unique minimum over positive volumes, at a volume $V_0$ with $E(V_0) < 0$, and there

$$B = \frac{m n\,|E(V_0)|}{9 V_0}, \qquad \frac{dB}{dP} = \frac{m+n+6}{3},$$

where $P = -dE/dV$ is the pressure and $B = -V\,dP/dV$ the bulk modulus. For a static crystal with this energy, the formulas give exact reference values for testing a numerical equation-of-state fit.

The constants $A$ and $D$ set the strengths of repulsion and attraction, including any lattice sums. The crystal is assumed to scale uniformly, so $c$, which depends on the structure and the amount of crystal, stays constant. Thermal and zero-point motion are left out, and $E$ and $V$ refer to the same amount of crystal.

## The model and its elastic quantities

```lean
import Mathlib

open Filter Topology

namespace TwoPowerEquationOfState

noncomputable section
```

All quantities are real numbers, and the powers are real powers.

```lean
/-- Lattice energy at spacing `s`: a repulsion `A s^(-m)` and an attraction `-D s^(-n)`. -/
def latticeEnergy (A D m n s : ℝ) : ℝ := A * s ^ (-m) - D * s ^ (-n)
```

Inverting $V = c s^3$ gives the spacing as a function of volume, and with it the energy curve $E(V)$.

```lean
/-- The spacing of a crystal whose volume is `V = c s³`. -/
def spacing (c V : ℝ) : ℝ := (V / c) ^ (1 / 3 : ℝ)

/-- The lattice energy as a function of volume. -/
def energyOfVolume (c A D m n V : ℝ) : ℝ := latticeEnergy A D m n (spacing c V)
```

Pressure, bulk modulus and pressure derivative are defined for any energy curve through actual derivatives (`deriv`), with $dB/dP = (dB/dV)/(dP/dV)$.

```lean
/-- The pressure `P = -dE/dV` of an energy curve `E`. -/
def pressure (E : ℝ → ℝ) (V : ℝ) : ℝ := -deriv E V

/-- The bulk modulus `B = -V dP/dV` of an energy curve `E`. -/
def bulkModulus (E : ℝ → ℝ) (V : ℝ) : ℝ := -V * deriv (pressure E) V

/-- The pressure derivative `dB/dP = (dB/dV)/(dP/dV)` of the bulk modulus. -/
def bulkModulusDeriv (E : ℝ → ℝ) (V : ℝ) : ℝ :=
  deriv (bulkModulus E) V / deriv (pressure E) V
```

The candidate for the minimum is the spacing $s_0$, with volume $V_0 = c s_0^3$.

```lean
/-- The spacing `s₀ = (m A / (n D))^(1/(m-n))`. -/
def equilibriumSpacing (A D m n : ℝ) : ℝ := (m * A / (n * D)) ^ (1 / (m - n))

/-- The volume `V₀ = c s₀³`. -/
def equilibriumVolume (c A D m n : ℝ) : ℝ := c * equilibriumSpacing A D m n ^ 3
```

## (a) Powers of the spacing

For $c, V > 0$ and real $r$, show that
$$\frac{d}{dV}s^r = \frac{r\,s^r}{3V}.$$

**Solution.** From $s = (V/c)^{1/3}$,
$$\frac{ds}{dV} = \frac{1}{3c}\left(\frac Vc\right)^{-2/3} = \frac{s}{3V}.$$
The chain rule gives $r s^{r-1}\cdot s/(3V) = r s^r/(3V)$. In the code, `h1` is the first step and `h2` the second. `HasDerivAt` states that the derivative exists and has the given value.

```lean
variable {c A D m n V : ℝ}

/-- A power `s^r` of the spacing changes with volume at the rate `r s^r / (3V)`. -/
theorem hasDerivAt_spacing_rpow (hc : 0 < c) (hV : 0 < V) (r : ℝ) :
    HasDerivAt (fun v => spacing c v ^ r) (r / 3 * spacing c V ^ r / V) V := by
  have hx : V / c ≠ 0 := (div_pos hV hc).ne'
  have hs : spacing c V ≠ 0 := (Real.rpow_pos_of_pos (div_pos hV hc) _).ne'
  have h1 : HasDerivAt (spacing c) (spacing c V / (3 * V)) V := by
    have h : HasDerivAt (fun v => (v / c) ^ (1 / 3 : ℝ))
        (1 / c * (1 / 3) * (V / c) ^ ((1 / 3 : ℝ) - 1)) V :=
      ((hasDerivAt_id' V).div_const c).rpow_const (Or.inl hx)
    rw [Real.rpow_sub_one hx] at h
    refine h.congr_deriv ?_
    unfold spacing
    generalize (V / c) ^ (1 / 3 : ℝ) = t
    field_simp
  have h2 : HasDerivAt (fun v => spacing c v ^ r)
      (spacing c V / (3 * V) * r * spacing c V ^ (r - 1)) V :=
    h1.rpow_const (Or.inl hs)
  rw [Real.rpow_sub_one hs] at h2
  refine h2.congr_deriv ?_
  generalize spacing c V ^ r = u
  field_simp
```

## (b) Slope of the energy

Write $R = A s^{-m}$ and $Q = D s^{-n}$, so that $E = R - Q$. Show that
$$\frac{dE}{dV} = -\frac{mR - nQ}{3V}.$$

**Solution.** By (a), $dR/dV = -mR/(3V)$ and $dQ/dV = -nQ/(3V)$. Subtract. Lean writes $mR - nQ$ as the same energy function with coefficients `m * A` and `n * D`, which lets later parts apply the same rule again.

```lean
/-- The volume derivative of the energy is again a sum of the same two powers, over `3V`. -/
theorem hasDerivAt_energy (hc : 0 < c) (hV : 0 < V) (A D m n : ℝ) :
    HasDerivAt (energyOfVolume c A D m n)
      (-energyOfVolume c (m * A) (n * D) m n V / (3 * V)) V := by
  have h := ((hasDerivAt_spacing_rpow hc hV (-m)).const_mul A).fun_sub
    ((hasDerivAt_spacing_rpow hc hV (-n)).const_mul D)
  refine h.congr_deriv ?_
  simp only [energyOfVolume, latticeEnergy]
  ring
```

## (c) Slope of the energy density

Show that
$$\frac{d}{dV}\frac{E}{V} = -\frac{(m+3)R - (n+3)Q}{3V^2}.$$

**Solution.** The quotient rule and (b) give
$$\frac{E'}{V} - \frac{E}{V^2} = -\frac{mR - nQ + 3(R - Q)}{3V^2},$$
which is the claim.

```lean
/-- The volume derivative of a two-power energy density `E(V)/V`. -/
theorem hasDerivAt_energy_div (hc : 0 < c) (hV : 0 < V) (A D m n : ℝ) :
    HasDerivAt (fun v => energyOfVolume c A D m n v / v)
      (-energyOfVolume c ((m + 3) * A) ((n + 3) * D) m n V / (3 * V ^ 2)) V := by
  have h := (hasDerivAt_energy hc hV A D m n).fun_div (hasDerivAt_id' V) hV.ne'
  refine h.congr_deriv ?_
  simp only [energyOfVolume, latticeEnergy]
  generalize spacing c V ^ (-m) = P
  generalize spacing c V ^ (-n) = Q
  field_simp
  ring
```

## (d) Slope of the pressure

Show that
$$\frac{dP}{dV} = -\frac{(m+3)mR - (n+3)nQ}{9V^2}.$$

**Solution.** By (b), $P = (mR - nQ)/(3V)$. This is one third of an energy density with coefficients $mA$ and $nD$, so (c) applies. The formula for $P$ holds at positive volumes, hence throughout a neighbourhood of $V$, and that is enough to differentiate it; `filter_upwards` supplies this step.

```lean
/-- The slope `dP/dV` of the pressure-volume curve at any positive volume. -/
theorem hasDerivAt_pressure (hc : 0 < c) (hV : 0 < V) (A D m n : ℝ) :
    HasDerivAt (pressure (energyOfVolume c A D m n))
      (-energyOfVolume c ((m + 3) * (m * A)) ((n + 3) * (n * D)) m n V / (9 * V ^ 2)) V := by
  have h := (hasDerivAt_energy_div hc hV (m * A) (n * D) m n).div_const 3
  refine (h.congr_of_eventuallyEq ?_).congr_deriv (by ring)
  filter_upwards [Ioi_mem_nhds hV] with v hv
  rw [pressure, (hasDerivAt_energy hc hv A D m n).deriv]
  ring
```

## (e) Slope of the bulk modulus

Show that
$$\frac{dB}{dV} = -\frac{(m+3)^2 mR - (n+3)^2 nQ}{27V^2}.$$

**Solution.** By (d),
$$B = -V\frac{dP}{dV} = \frac{(m+3)mR - (n+3)nQ}{9V}.$$
Apply (c) once more, with these coefficients and the factor $1/9$.

```lean
/-- The slope `dB/dV` of the bulk modulus at any positive volume. -/
theorem hasDerivAt_bulkModulus (hc : 0 < c) (hV : 0 < V) (A D m n : ℝ) :
    HasDerivAt (bulkModulus (energyOfVolume c A D m n))
      (-energyOfVolume c ((m + 3) * ((m + 3) * (m * A))) ((n + 3) * ((n + 3) * (n * D))) m n V
        / (27 * V ^ 2)) V := by
  have h := (hasDerivAt_energy_div hc hV ((m + 3) * (m * A)) ((n + 3) * (n * D)) m n).div_const 9
  refine (h.congr_of_eventuallyEq ?_).congr_deriv (by ring)
  filter_upwards [Ioi_mem_nhds hV] with v hv
  have hv0 : v ≠ 0 := ne_of_gt hv
  rw [bulkModulus, (hasDerivAt_pressure hc hv A D m n).deriv]
  generalize energyOfVolume c ((m + 3) * (m * A)) ((n + 3) * (n * D)) m n v = L
  field_simp
```

## (f) Balance of forces

From here on, $A, D > 0$ and $m > n > 0$. Show that $s_0 > 0$ and
$$m A s_0^{-m} = n D s_0^{-n}.$$

**Solution.** The base $mA/(nD)$ is positive, so $s_0 > 0$ and $s_0^{m-n} = mA/(nD)$. Multiply by $nD s_0^{-m}$.

```lean
/-- The spacing `s₀` is positive, and there `m A s₀^(-m) = n D s₀^(-n)`: repulsive and
attractive forces balance. -/
theorem force_balance (hA : 0 < A) (hD : 0 < D) (hn : 0 < n) (hmn : n < m) :
    0 < equilibriumSpacing A D m n ∧
      m * A * equilibriumSpacing A D m n ^ (-m) = n * D * equilibriumSpacing A D m n ^ (-n) := by
  have hm : 0 < m := hn.trans hmn
  have hq : 0 < m * A / (n * D) := by positivity
  have hs : 0 < equilibriumSpacing A D m n := Real.rpow_pos_of_pos hq _
  have hd : m - n ≠ 0 := (sub_pos.mpr hmn).ne'
  have hp : equilibriumSpacing A D m n ^ (m - n) = m * A / (n * D) := by
    rw [equilibriumSpacing, ← Real.rpow_mul hq.le, one_div_mul_cancel hd, Real.rpow_one]
  refine ⟨hs, ?_⟩
  rw [show -n = (m - n) + -m by ring, Real.rpow_add hs, hp]
  field_simp
```

## (g) The unique minimum

Show that every positive $s \neq s_0$ satisfies
$$A s_0^{-m} - D s_0^{-n} < A s^{-m} - D s^{-n}.$$

**Solution.** Put $s = s_0 x$, $t = x^{-n}$ and $a = A s_0^{-m} > 0$. Then $t > 0$, $t \neq 1$ and $x^{-m} = t^{m/n}$. By (f), $D s_0^{-n} = (m/n)a$, so the right side minus the left is
$$a\left[t^{m/n} - 1 - \frac mn (t-1)\right].$$
Since $m/n > 1$, the strict Bernoulli inequality makes the bracket positive. It is `hb` in the code, and `bal'` is the rewritten force balance.

```lean
/-- The lattice energy at `s₀` is strictly below that at every other positive spacing. -/
theorem latticeEnergy_min (hA : 0 < A) (hD : 0 < D) (hn : 0 < n) (hmn : n < m)
    {s : ℝ} (hs : 0 < s) (hne : s ≠ equilibriumSpacing A D m n) :
    latticeEnergy A D m n (equilibriumSpacing A D m n) < latticeEnergy A D m n s := by
  obtain ⟨h0, bal⟩ := force_balance hA hD hn hmn
  generalize equilibriumSpacing A D m n = s0 at *
  obtain ⟨x, hx, rfl⟩ : ∃ x, 0 < x ∧ s = s0 * x :=
    ⟨s / s0, div_pos hs h0, by field_simp⟩
  have ht : x ^ (-n) ≠ 1 := by
    intro ht
    have h := Real.rpow_mul hx.le (-n) (-1 / n)
    rw [show -n * (-1 / n) = 1 by field_simp, Real.rpow_one, ht, Real.one_rpow] at h
    exact hne (by rw [h, mul_one])
  -- strict Bernoulli inequality with exponent m / n > 1
  have hb := one_add_mul_self_lt_rpow_one_add (s := x ^ (-n) - 1)
    (by linarith [Real.rpow_pos_of_pos hx (-n)]) (sub_ne_zero.mpr ht) ((one_lt_div hn).mpr hmn)
  rw [add_sub_cancel, ← Real.rpow_mul hx.le, show -n * (m / n) = -m by field_simp] at hb
  have bal' : D * s0 ^ (-n) = m / n * (A * s0 ^ (-m)) := by
    field_simp
    linear_combination -bal
  have key := mul_pos (mul_pos hA (Real.rpow_pos_of_pos h0 (-m))) (sub_pos.mpr hb)
  unfold latticeEnergy
  rw [Real.mul_rpow h0.le hx.le, Real.mul_rpow h0.le hx.le]
  linear_combination key + (x ^ (-n) - 1) * bal'
```

## (h) The elastic constants

Show that $V_0 > 0$, that $E(V_0) < 0$ is the strict minimum over positive volumes, and that at $V_0$
$$B = \frac{mn|E(V_0)|}{9V_0}, \qquad \frac{dB}{dP} = \frac{m+n+6}{3}.$$

**Solution.** Positivity of $V_0$ follows from $c, s_0 > 0$. Distinct positive volumes have distinct spacings, so (g) gives the minimum. At $V_0$ we have $R = a$ and $Q = (m/n)a$, hence
$$E(V_0) = -\frac{(m-n)a}{n} < 0.$$
The numerators in (d) and (e) become
$$(m+3)ma - (n+3)ma = m(m-n)a = mn|E(V_0)|,$$
$$\left[(m+3)^2 - (n+3)^2\right]ma = (m+n+6)\,mn|E(V_0)|.$$
These are `L2` and `L3`. The first gives $B = -V_0\,dP/dV$. It is also positive, so $dP/dV \neq 0$, and dividing (e) by (d) leaves $(m+n+6)\cdot 9/27$.

```lean
/-- The two-power lattice energy has a unique minimum over positive volumes, at `V₀`, with
negative energy `E₀`; there `B = m n |E₀| / (9 V₀)` and `dB/dP = (m + n + 6) / 3`. -/
theorem equation_of_state (hc : 0 < c) (hA : 0 < A) (hD : 0 < D) (hn : 0 < n) (hmn : n < m) :
    let E := energyOfVolume c A D m n
    let V₀ := equilibriumVolume c A D m n
    0 < V₀ ∧ E V₀ < 0 ∧ (∀ V, 0 < V → V ≠ V₀ → E V₀ < E V) ∧
      bulkModulus E V₀ = m * n * |E V₀| / (9 * V₀) ∧
      bulkModulusDeriv E V₀ = (m + n + 6) / 3 := by
  intro E V₀
  have hm : 0 < m := hn.trans hmn
  obtain ⟨h0, bal⟩ := force_balance hA hD hn hmn
  have hV : 0 < V₀ := mul_pos hc (pow_pos h0 3)
  have hsp : spacing c V₀ = equilibriumSpacing A D m n := by
    change (c * equilibriumSpacing A D m n ^ 3 / c) ^ (1 / 3 : ℝ) = _
    rw [mul_div_cancel_left₀ _ hc.ne', ← Real.rpow_natCast, ← Real.rpow_mul h0.le]
    norm_num
  have hP := Real.rpow_pos_of_pos h0 (-m)
  have hneg : E V₀ < 0 := by
    change latticeEnergy A D m n (spacing c V₀) < 0
    rw [hsp, latticeEnergy]
    have h1 : 0 < (m - n) * (A * equilibriumSpacing A D m n ^ (-m)) :=
      mul_pos (sub_pos.mpr hmn) (mul_pos hA hP)
    refine neg_of_mul_neg_right (a := n) ?_ hn.le
    linear_combination h1 + bal
  -- force balance turns the numerators of `dP/dV` and `dB/dV` into multiples of `-E V₀`
  have L2 : energyOfVolume c ((m + 3) * (m * A)) ((n + 3) * (n * D)) m n V₀
      = m * n * (-E V₀) := by
    change latticeEnergy _ _ m n (spacing c V₀) = m * n * (-latticeEnergy A D m n (spacing c V₀))
    rw [hsp]
    unfold latticeEnergy
    linear_combination (m + n + 3) * bal
  have L3 : energyOfVolume c ((m + 3) * ((m + 3) * (m * A))) ((n + 3) * ((n + 3) * (n * D))) m n V₀
      = (m + n + 6) * (m * n * (-E V₀)) := by
    rw [← L2]
    unfold energyOfVolume latticeEnergy
    rw [hsp]
    linear_combination -(m + 3) * (n + 3) * bal
  have hK : 0 < m * n * (-E V₀) := mul_pos (mul_pos hm hn) (neg_pos.mpr hneg)
  refine ⟨hV, hneg, ?_, ?_, ?_⟩
  · intro V hVpos hne
    change latticeEnergy A D m n (spacing c V₀) < latticeEnergy A D m n (spacing c V)
    rw [hsp]
    refine latticeEnergy_min hA hD hn hmn (Real.rpow_pos_of_pos (div_pos hVpos hc) _) ?_
    intro h
    apply hne
    have h3 : spacing c V ^ 3 = V / c := by
      rw [spacing, ← Real.rpow_natCast, ← Real.rpow_mul (div_pos hVpos hc).le]
      norm_num
    change V = c * equilibriumSpacing A D m n ^ 3
    rw [← h, h3]
    field_simp
  · rw [bulkModulus, (hasDerivAt_pressure hc hV A D m n).deriv, L2, abs_of_neg hneg]
    generalize m * n * (-E V₀) = K
    field_simp
  · rw [bulkModulusDeriv, (hasDerivAt_bulkModulus hc hV A D m n).deriv,
      (hasDerivAt_pressure hc hV A D m n).deriv, L3, L2]
    generalize m * n * (-E V₀) = K at hK
    have hK0 : K ≠ 0 := hK.ne'
    field_simp
    ring
```

## (i) The 12-6 potential

For $m = 12$, $n = 6$, show that at $V_0$
$$B = \frac{8|E(V_0)|}{V_0}, \qquad \frac{dB}{dP} = 8.$$

**Solution.** Insert the exponents in (h): $12\cdot 6/9 = 8$ and $(12+6+6)/3 = 8$.

```lean
/-- For the 12-6 potential, `B = 8 |E₀| / V₀` and `dB/dP = 8` at the volume `V₀`. -/
theorem lennard_jones (hc : 0 < c) (hA : 0 < A) (hD : 0 < D) :
    let E := energyOfVolume c A D 12 6
    let V₀ := equilibriumVolume c A D 12 6
    bulkModulus E V₀ = 8 * |E V₀| / V₀ ∧ bulkModulusDeriv E V₀ = 8 := by
  intro E V₀
  obtain ⟨-, -, -, hB, hB'⟩ :=
    equation_of_state (m := 12) (n := 6) hc hA hD (by norm_num) (by norm_num)
  exact ⟨hB.trans (by ring), hB'.trans (by norm_num)⟩
```

## (j) The Born-Landé energy

For a Coulomb attraction, $n = 1$ and $m > 1$, show that the energy at $s_0$ is
$$-\frac{D}{s_0}\left(1 - \frac1m\right).$$

**Solution.** By (f), $A s_0^{-m} = D/(m s_0)$. Subtract $D/s_0$. In an ionic crystal, $D$ contains the Madelung constant and the ionic charges; here it is any positive number.

```lean
/-- Born-Landé energy: for a Coulomb attraction `-D/s`, the lattice energy at `s₀` is
`-(D/s₀)(1 - 1/m)`. -/
theorem born_lande (hA : 0 < A) (hD : 0 < D) (hm : 1 < m) :
    latticeEnergy A D m 1 (equilibriumSpacing A D m 1)
      = -(D / equilibriumSpacing A D m 1) * (1 - 1 / m) := by
  obtain ⟨-, bal⟩ := force_balance hA hD one_pos hm
  have hm0 : m ≠ 0 := by linarith
  rw [Real.rpow_neg_one] at bal
  have e : A * equilibriumSpacing A D m 1 ^ (-m) = D * (equilibriumSpacing A D m 1)⁻¹ / m := by
    rw [eq_div_iff hm0]
    linear_combination bal
  rw [latticeEnergy, Real.rpow_neg_one]
  linear_combination e

end

end TwoPowerEquationOfState
```

```lean
#print axioms TwoPowerEquationOfState.hasDerivAt_bulkModulus
-- 'TwoPowerEquationOfState.hasDerivAt_bulkModulus' depends on axioms: [propext, Classical.choice, Quot.sound]
#print axioms TwoPowerEquationOfState.lennard_jones
-- 'TwoPowerEquationOfState.lennard_jones' depends on axioms: [propext, Classical.choice, Quot.sound]
#print axioms TwoPowerEquationOfState.born_lande
-- 'TwoPowerEquationOfState.born_lande' depends on axioms: [propext, Classical.choice, Quot.sound]
```
